# If the mean energies of k orthonormal states have the same sum as the k lowest eigenvalues of a Hermitian matrix, the states span an invariant subspace

A total energy can be right although the states are wrong. Take a system with levels 0, 1 and 2. The equal superposition of the lowest and the highest eigenstate has mean energy 1, which is exactly the middle level, yet it is not an eigenstate: the Hamiltonian \(H\) takes it out of its own span. If the same could happen at the bottom of the spectrum, the correct energy sum would not show that a set of computed states is closed under \(H\).

At the bottom it can't happen. If \(k\) orthonormal states have energy expectation values with the same sum as the \(k\) lowest eigenvalues, counted with multiplicity, then \(H\) maps their span into itself. This holds even when the \(k\)-th level is degenerate with the next, so that the \(k\) states take up only part of a degenerate level. Here \(H\) is a finite Hermitian matrix.

## States, energy and lowest levels

In Lean 4 with Mathlib:

```lean
import Mathlib

open Matrix Finset
open scoped InnerProductSpace ComplexConjugate

namespace EnsembleEqualityCase

noncomputable section

variable {n ι : Type*} [Fintype n] [Fintype ι]
```

Here `n` is not a number but the finite set of labels of the basis functions, which are taken to be orthonormal. The set `ι` labels the chosen states, so \(k\) is its size, `Fintype.card ι`.

```lean
/-- The Hamiltonian matrix `H` acting as a linear operator on state vectors. -/
def act (H : Matrix n n ℂ) : EuclideanSpace ℂ n →ₗ[ℂ] EuclideanSpace ℂ n where
  toFun x := WithLp.toLp 2 (H *ᵥ x.ofLp)
  map_add' x y := by ext i; simp [Matrix.mulVec_add]
  map_smul' c x := by ext i; simp [Matrix.mulVec_smul]
```

`act H` is the matrix \(H\) as a linear operator on column vectors with the usual norm, \(x \mapsto Hx\).

```lean
/-- The sum of the real parts of `⟨v a, H v a⟩`. For Hermitian `H` and normalised states this is the
total energy, the sum of the expectation values. -/
def ensembleEnergy (H : Matrix n n ℂ) (v : ι → EuclideanSpace ℂ n) : ℝ :=
  ∑ a, (⟪v a, act H (v a)⟫_ℂ).re
```

This is \(E=\sum_a \mathrm{Re}\,\langle v_a,Hv_a\rangle\). For Hermitian \(H\) the expectation values are real already. Despite its name, `ensembleEnergy` is a sum; the energy of an equal-weight ensemble would be \(E/k\).

```lean
/-- The set `S` of labels collects lowest levels: no level in `S` lies above a level outside. -/
def IsLowest (ε : n → ℝ) (S : Finset n) : Prop :=
  ∀ i ∈ S, ∀ j ∉ S, ε i ≤ ε j
```

A set \(S\) of labels is lowest if \(\varepsilon_i\le\varepsilon_j\) for every \(i\) in \(S\) and \(j\) outside. Labels count multiplicity, and the sign \(\le\) allows ties at the boundary.

## Projection on the chosen states

```lean
/-- The squared norm of what remains of `x` after projection on orthonormal states is the
squared norm of `x` minus the total weight of `x` in these states. -/
theorem residual_sq {v : ι → EuclideanSpace ℂ n} (hv : Orthonormal ℂ v)
    (x : EuclideanSpace ℂ n) :
    ‖x - ∑ a, ⟪v a, x⟫_ℂ • v a‖ ^ 2 = ‖x‖ ^ 2 - ∑ a, ‖⟪v a, x⟫_ℂ‖ ^ 2 := by
  have h1 : ⟪x, ∑ a, ⟪v a, x⟫_ℂ • v a⟫_ℂ = ((∑ a, ‖⟪v a, x⟫_ℂ‖ ^ 2 : ℝ) : ℂ) := by
    rw [inner_sum, Complex.ofReal_sum]
    refine Finset.sum_congr rfl fun a _ => ?_
    rw [inner_smul_right, ← inner_conj_symm x (v a), Complex.mul_conj,
      Complex.normSq_eq_norm_sq]
  have h2 : ⟪∑ a, ⟪v a, x⟫_ℂ • v a, ∑ a, ⟪v a, x⟫_ℂ • v a⟫_ℂ
      = ((∑ a, ‖⟪v a, x⟫_ℂ‖ ^ 2 : ℝ) : ℂ) := by
    rw [hv.inner_sum, Complex.ofReal_sum]
    refine Finset.sum_congr rfl fun a _ => ?_
    rw [mul_comm, Complex.mul_conj, Complex.normSq_eq_norm_sq]
  have h3 : ‖∑ a, ⟪v a, x⟫_ℂ • v a‖ ^ 2 = ∑ a, ‖⟪v a, x⟫_ℂ‖ ^ 2 := by
    rw [← inner_self_eq_norm_sq (𝕜 := ℂ), h2]
    exact Complex.ofReal_re _
  have h4 : RCLike.re ⟪x, ∑ a, ⟪v a, x⟫_ℂ • v a⟫_ℂ = ∑ a, ‖⟪v a, x⟫_ℂ‖ ^ 2 := by
    rw [h1]
    exact Complex.ofReal_re _
  rw [norm_sub_sq (𝕜 := ℂ), h4, h3]
  ring
```

The brackets `⟪v a, x⟫_ℂ` mean \(\langle v_a,x\rangle\), conjugate-linear in the first entry. Write \(Px=\sum_a\langle v_a,x\rangle v_a\). Then

\[
\|x-Px\|^2=\|x\|^2-2\,\mathrm{Re}\langle x,Px\rangle+\|Px\|^2 .
\]

Both \(\langle x,Px\rangle\) (`h1`) and \(\|Px\|^2\) (`h3`) equal \(\sum_a|\langle v_a,x\rangle|^2\), which leaves \(\|x\|^2-\sum_a|\langle v_a,x\rangle|^2\).

```lean
/-- A vector in the span of orthonormal states is the sum of its projections on them. -/
theorem expansion_of_mem_span {v : ι → EuclideanSpace ℂ n} (hv : Orthonormal ℂ v)
    {x : EuclideanSpace ℂ n} (hx : x ∈ Submodule.span ℂ (Set.range v)) :
    ∑ a, ⟪v a, x⟫_ℂ • v a = x := by
  obtain ⟨c, rfl⟩ := (Submodule.mem_span_range_iff_exists_fun ℂ).1 hx
  exact Finset.sum_congr rfl fun a _ => by rw [hv.inner_right_fintype]
```

If \(x=\sum_a c_a v_a\), orthonormality gives \(\langle v_a,x\rangle=c_a\), so \(Px=x\).

```lean
variable [DecidableEq n] {H : Matrix n n ℂ}

/-- The occupation of the `i`-th eigenstate of `H`: its total weight in the states `v a`. -/
def occupation (hH : H.IsHermitian) (v : ι → EuclideanSpace ℂ n) (i : n) : ℝ :=
  ∑ a, ‖⟪v a, hH.eigenvectorBasis i⟫_ℂ‖ ^ 2
```

Let \(u_i\) be the orthonormal eigenvectors that Mathlib supplies for \(H\) (`hH.eigenvectorBasis i`), with eigenvalues \(\varepsilon_i\) (`hH.eigenvalues i`). Here `hH` is the proof that \(H\) is Hermitian. The occupation is \(p_i=\sum_a|\langle v_a,u_i\rangle|^2\).

```lean
/-- For orthonormal states, an eigenstate of `H` has occupation one exactly when it lies in
their span. -/
theorem occupation_eq_one_iff (hH : H.IsHermitian) {v : ι → EuclideanSpace ℂ n}
    (hv : Orthonormal ℂ v) (i : n) :
    occupation hH v i = 1 ↔ hH.eigenvectorBasis i ∈ Submodule.span ℂ (Set.range v) := by
  have hr := residual_sq hv (hH.eigenvectorBasis i)
  rw [hH.eigenvectorBasis.orthonormal.1 i] at hr
  unfold occupation
  constructor
  · intro h
    rw [h] at hr
    have h0 : ‖hH.eigenvectorBasis i - ∑ a, ⟪v a, hH.eigenvectorBasis i⟫_ℂ • v a‖ = 0 :=
      pow_eq_zero_iff (two_ne_zero) |>.1 (by rw [hr]; norm_num)
    rw [sub_eq_zero.1 (norm_eq_zero.1 h0)]
    exact Submodule.sum_mem _ fun a _ =>
      Submodule.smul_mem _ _ (Submodule.subset_span ⟨a, rfl⟩)
  · intro h
    rw [expansion_of_mem_span hv h, sub_self, norm_zero] at hr
    linarith
```

Since \(\|u_i\|=1\), the projection formula reads \(\|u_i-Pu_i\|^2=1-p_i\). So \(p_i=1\) exactly when \(u_i=Pu_i\), that is, when \(u_i\) lies in the span.

## The energy as a count of holes and particles

```lean
/-- The Hamiltonian multiplies each eigenstate component of a state by its eigenvalue. -/
theorem act_expand (hH : H.IsHermitian) (x : EuclideanSpace ℂ n) :
    act H x = ∑ i, ⟪hH.eigenvectorBasis i, x⟫_ℂ •
      ((hH.eigenvalues i : ℂ) • hH.eigenvectorBasis i) := by
  have he : ∀ i, act H (hH.eigenvectorBasis i)
      = (hH.eigenvalues i : ℂ) • hH.eigenvectorBasis i := by
    intro i
    ext j
    have h := congrFun (hH.mulVec_eigenvectorBasis i) j
    simpa [act] using h
  conv_lhs => rw [← hH.eigenvectorBasis.sum_repr' x]
  rw [map_sum]
  exact Finset.sum_congr rfl fun i _ => by rw [map_smul, he]
```

Expanding \(x\) in eigenvectors gives \(Hx=\sum_i\langle u_i,x\rangle\,\varepsilon_i u_i\).

```lean
/-- For as many orthonormal states as `S` has levels, the energy above the sum of the levels in
`S` is the cost of holes in `S` plus that of particles outside, from any reference `μ`. -/
theorem energy_excess (hH : H.IsHermitian) {v : ι → EuclideanSpace ℂ n}
    (hv : Orthonormal ℂ v) (S : Finset n) (hS : S.card = Fintype.card ι) (μ : ℝ) :
    ensembleEnergy H v - ∑ i ∈ S, hH.eigenvalues i
      = ∑ i ∈ S, (μ - hH.eigenvalues i) * (1 - occupation hH v i)
        + ∑ i ∈ Sᶜ, (hH.eigenvalues i - μ) * occupation hH v i := by
  -- the energy is the occupation-weighted sum of the levels
  have hE : ensembleEnergy H v = ∑ i, hH.eigenvalues i * occupation hH v i := by
    simp only [ensembleEnergy, occupation, Finset.mul_sum]
    rw [Finset.sum_comm]
    refine Finset.sum_congr rfl fun a _ => ?_
    rw [act_expand hH, inner_sum, Complex.re_sum]
    refine Finset.sum_congr rfl fun i _ => ?_
    rw [inner_smul_right, inner_smul_right, ← inner_conj_symm (hH.eigenvectorBasis i) (v a),
      mul_left_comm, mul_comm (conj _), Complex.mul_conj, Complex.normSq_eq_norm_sq,
      ← Complex.ofReal_mul, Complex.ofReal_re]
  -- the occupations add up to the number of states
  have hN : ∑ i, occupation hH v i = (Fintype.card ι : ℝ) := by
    have h1 : ∀ a, ∑ i, ‖⟪v a, hH.eigenvectorBasis i⟫_ℂ‖ ^ 2 = 1 := by
      intro a
      have h := residual_sq hH.eigenvectorBasis.orthonormal (v a)
      rw [hH.eigenvectorBasis.sum_repr' (v a), sub_self, norm_zero, hv.1 a] at h
      simp only [norm_inner_symm (v a)]
      linarith
    simp only [occupation]
    rw [Finset.sum_comm]
    simp [h1]
  have e1 : ∑ i ∈ S, (μ - hH.eigenvalues i) * (1 - occupation hH v i)
      = ∑ _i ∈ S, μ - ∑ i ∈ S, hH.eigenvalues i - μ * ∑ i ∈ S, occupation hH v i
        + ∑ i ∈ S, hH.eigenvalues i * occupation hH v i := by
    rw [Finset.mul_sum, ← Finset.sum_sub_distrib, ← Finset.sum_sub_distrib,
      ← Finset.sum_add_distrib]
    exact Finset.sum_congr rfl fun i _ => by ring
  have e2 : ∑ i ∈ Sᶜ, (hH.eigenvalues i - μ) * occupation hH v i
      = ∑ i ∈ Sᶜ, hH.eigenvalues i * occupation hH v i
        - μ * ∑ i ∈ Sᶜ, occupation hH v i := by
    rw [Finset.mul_sum, ← Finset.sum_sub_distrib]
    exact Finset.sum_congr rfl fun i _ => by ring
  have h1 := Finset.sum_add_sum_compl S (fun i => hH.eigenvalues i * occupation hH v i)
  have h2 := Finset.sum_add_sum_compl S (occupation hH v)
  have h4 : (S.card : ℝ) = Fintype.card ι := by rw [hS]
  rw [hE, e1, e2, Finset.sum_const, nsmul_eq_mul]
  linear_combination -h1 + μ * h2 + μ * hN - μ * h4
```

Inserting this expansion into the energy gives `hE`, and normalisation of the \(v_a\) gives `hN`:

\[
E=\sum_i\varepsilon_i p_i,\qquad \sum_i p_i=\sum_a\|v_a\|^2=k .
\]

Let \(S\) have \(k\) labels and let \(\mu\) be any real number. Then

\[
\begin{aligned}
&\sum_{i\in S}(\mu-\varepsilon_i)(1-p_i)+\sum_{i\notin S}(\varepsilon_i-\mu)p_i\\
&\quad=k\mu-\sum_{i\in S}\varepsilon_i+\sum_i\varepsilon_i p_i-\mu\sum_i p_i
=E-\sum_{i\in S}\varepsilon_i .
\end{aligned}
\]

The first sum is the cost of holes in \(S\), the second that of particles outside. The lemmas `e1` and `e2` expand the two sums, and `linear_combination` checks the final cancellation.

```lean
/-- Let no level in `S` lie above `μ` and no other level below it. As many orthonormal states as `S`
has levels reach the sum of these levels exactly when their span contains every eigenstate below `μ`
and they are orthogonal to every eigenstate above `μ`. -/
theorem energy_eq_iff (hH : H.IsHermitian) {v : ι → EuclideanSpace ℂ n}
    (hv : Orthonormal ℂ v) (S : Finset n) (hS : S.card = Fintype.card ι) {μ : ℝ}
    (hlo : ∀ i ∈ S, hH.eigenvalues i ≤ μ) (hhi : ∀ i ∉ S, μ ≤ hH.eigenvalues i) :
    ensembleEnergy H v = ∑ i ∈ S, hH.eigenvalues i ↔
      (∀ i, hH.eigenvalues i < μ →
        hH.eigenvectorBasis i ∈ Submodule.span ℂ (Set.range v)) ∧
      (∀ i, μ < hH.eigenvalues i → ∀ a, ⟪v a, hH.eigenvectorBasis i⟫_ℂ = 0) := by
  have hx := energy_excess hH hv S hS μ
  have hp0 : ∀ i, 0 ≤ occupation hH v i := fun i => Finset.sum_nonneg fun a _ => sq_nonneg _
  have hp1 : ∀ i, occupation hH v i ≤ 1 := by
    intro i
    have hr := residual_sq hv (hH.eigenvectorBasis i)
    rw [hH.eigenvectorBasis.orthonormal.1 i] at hr
    have h0 := sq_nonneg ‖hH.eigenvectorBasis i - ∑ a, ⟪v a, hH.eigenvectorBasis i⟫_ℂ • v a‖
    unfold occupation
    linarith
  have hA : ∀ i ∈ S, 0 ≤ (μ - hH.eigenvalues i) * (1 - occupation hH v i) := fun i hi =>
    mul_nonneg (sub_nonneg.2 (hlo i hi)) (sub_nonneg.2 (hp1 i))
  have hB : ∀ i ∈ Sᶜ, 0 ≤ (hH.eigenvalues i - μ) * occupation hH v i := fun i hi =>
    mul_nonneg (sub_nonneg.2 (hhi i (Finset.mem_compl.1 hi))) (hp0 i)
  constructor
  · intro h
    -- a vanishing sum of nonnegative costs vanishes term by term
    have A0 := Finset.sum_nonneg hA
    have B0 := Finset.sum_nonneg hB
    have a0 := (Finset.sum_eq_zero_iff_of_nonneg hA).1 (by linarith)
    have b0 := (Finset.sum_eq_zero_iff_of_nonneg hB).1 (by linarith)
    refine ⟨fun i hi => ?_, fun i hi a => ?_⟩
    · have hiS : i ∈ S := by
        by_contra hn
        exact absurd (hhi i hn) (not_le_of_gt hi)
      rcases mul_eq_zero.1 (a0 i hiS) with h' | h'
      · linarith
      · exact (occupation_eq_one_iff hH hv i).1 (by linarith)
    · have hiS : i ∈ Sᶜ := Finset.mem_compl.2 fun hn => absurd (hlo i hn) (not_le_of_gt hi)
      rcases mul_eq_zero.1 (b0 i hiS) with h' | h'
      · linarith
      · have h0 := (Finset.sum_eq_zero_iff_of_nonneg (fun a _ => sq_nonneg _)).1 h' a
          (Finset.mem_univ a)
        exact norm_eq_zero.1 ((pow_eq_zero_iff two_ne_zero).1 h0)
  · rintro ⟨hbelow, habove⟩
    have a0 : ∑ i ∈ S, (μ - hH.eigenvalues i) * (1 - occupation hH v i) = 0 := by
      refine Finset.sum_eq_zero fun i hi => ?_
      rcases (hlo i hi).lt_or_eq with h | h
      · rw [(occupation_eq_one_iff hH hv i).2 (hbelow i h), sub_self, mul_zero]
      · rw [h, sub_self, zero_mul]
    have b0 : ∑ i ∈ Sᶜ, (hH.eigenvalues i - μ) * occupation hH v i = 0 := by
      refine Finset.sum_eq_zero fun i hi => ?_
      rcases (hhi i (Finset.mem_compl.1 hi)).lt_or_eq with h | h
      · simp [occupation, habove i h]
      · rw [← h, sub_self, zero_mul]
    linarith
```

Now let \(\mu\) separate the levels: \(\varepsilon_i\le\mu\) in \(S\) and \(\varepsilon_i\ge\mu\) outside. Since \(0\le p_i\le1\), every term of the excess is nonnegative.

If \(E=\sum_{i\in S}\varepsilon_i\), every term therefore vanishes. A level below \(\mu\) must belong to \(S\), and its term forces \(p_i=1\), so \(u_i\) is in the span. A level above \(\mu\) must lie outside \(S\), and its term forces \(p_i=0\), so every \(\langle v_a,u_i\rangle\) is zero. Conversely, these two conditions make every term vanish. Levels exactly at \(\mu\) cost nothing, whatever their occupations. These may be fractional when \(S\) contains some of the levels at \(\mu\) but not all.

The device that extracts this information is Mathlib's `Finset.sum_eq_zero_iff_of_nonneg`. Given a proof that each term is nonnegative (`hA` or `hB`), it returns an equivalence: the sum is zero if and only if each term is zero. The suffix `.1` selects the direction from left to right. The zero sum that it needs comes from `linarith`, because two nonnegative sums that add up to zero are both zero. The results `a0` and `b0` can then be applied to a single label, and `mul_eq_zero` splits each product into its two possible zero factors.

## Invariance without a gap

```lean
/-- If `k` orthonormal states have total energy equal to the sum of the `k` lowest eigenvalues
of a Hermitian `H`, counted with multiplicity, then their span is invariant under `H`. -/
theorem span_invariant (hH : H.IsHermitian) {v : ι → EuclideanSpace ℂ n}
    (hv : Orthonormal ℂ v) (S : Finset n) (hS : S.card = Fintype.card ι)
    (hlow : IsLowest hH.eigenvalues S)
    (hE : ensembleEnergy H v = ∑ i ∈ S, hH.eigenvalues i) :
    ∀ x ∈ Submodule.span ℂ (Set.range v), act H x ∈ Submodule.span ℂ (Set.range v) := by
  -- a reference energy between the selected levels and the others
  obtain ⟨μ, hlo, hhi⟩ : ∃ μ : ℝ, (∀ i ∈ S, hH.eigenvalues i ≤ μ) ∧
      (∀ i ∉ S, μ ≤ hH.eigenvalues i) := by
    rcases S.eq_empty_or_nonempty with h | h
    · subst h
      rcases isEmpty_or_nonempty n with hn | hn
      · exact ⟨0, fun i => isEmptyElim i, fun i => isEmptyElim i⟩
      · obtain ⟨m, hm⟩ := Finite.exists_min hH.eigenvalues
        exact ⟨hH.eigenvalues m, fun i hi => absurd hi (Finset.notMem_empty i),
          fun i _ => hm i⟩
    · obtain ⟨m, hmS, hm⟩ := Finset.exists_max_image S hH.eigenvalues h
      exact ⟨hH.eigenvalues m, hm, fun i hi => hlow m hmS i hi⟩
  obtain ⟨hbelow, habove⟩ := (energy_eq_iff hH hv S hS hlo hhi).1 hE
  intro x hx
  have e2 : (μ : ℂ) • x = ∑ i, ⟪hH.eigenvectorBasis i, x⟫_ℂ •
      ((μ : ℂ) • hH.eigenvectorBasis i) := by
    conv_lhs => rw [← hH.eigenvectorBasis.sum_repr' x]
    rw [Finset.smul_sum]
    exact Finset.sum_congr rfl fun i _ => smul_comm _ _ _
  -- `H - μ` maps `x` to a combination of eigenstates below `μ`
  have key : act H x - (μ : ℂ) • x ∈ Submodule.span ℂ (Set.range v) := by
    rw [act_expand hH x, e2, ← Finset.sum_sub_distrib]
    refine Submodule.sum_mem _ fun i _ => ?_
    rcases lt_trichotomy (hH.eigenvalues i) μ with h | h | h
    · have hb := hbelow i h
      exact Submodule.sub_mem _ (Submodule.smul_mem _ _ (Submodule.smul_mem _ _ hb))
        (Submodule.smul_mem _ _ (Submodule.smul_mem _ _ hb))
    · rw [h, sub_self]
      exact Submodule.zero_mem _
    · have h0 : ⟪hH.eigenvectorBasis i, x⟫_ℂ = 0 := by
        rw [← expansion_of_mem_span hv hx, inner_sum]
        refine Finset.sum_eq_zero fun a _ => ?_
        rw [inner_smul_right, inner_eq_zero_symm.1 (habove i h a), mul_zero]
      rw [h0, zero_smul, zero_smul, sub_self]
      exact Submodule.zero_mem _
  have hsum := Submodule.add_mem _ key (Submodule.smul_mem _ (μ : ℂ) hx)
  rwa [sub_add_cancel] at hsum
```

The hypotheses say that \(S\) holds the labels of \(k\) lowest levels and that the energy equals the sum of these levels exactly. For \(\mu\) the proof takes the highest level in \(S\); if \(S\) is empty, it takes the lowest level of all, or 0 if there are none. For \(x\) in the span,

\[
(H-\mu)x=\sum_i(\varepsilon_i-\mu)\langle u_i,x\rangle u_i .
\]

`lt_trichotomy` separates three cases. Below \(\mu\), \(u_i\) is in the span. At \(\mu\), the factor \(\varepsilon_i-\mu\) is zero. Above \(\mu\), \(u_i\) is orthogonal to all \(v_a\), hence to \(x\). So \((H-\mu)x\) lies in the span, and adding \(\mu x\) gives \(Hx\) there too.

When \(H\) is the Hamiltonian of an atom or molecule projected on a finite basis, invariance under this matrix does not imply invariance under the full Hamiltonian, which may couple the states to functions outside the basis.

```lean
/-- For `k` orthonormal states whose total energy is the sum of the `k` lowest eigenvalues of a
Hermitian `H`, the `k × k` matrix of `H` in these states gives its action on them exactly. -/
theorem secular_problem_closed (hH : H.IsHermitian) {v : ι → EuclideanSpace ℂ n}
    (hv : Orthonormal ℂ v) (S : Finset n) (hS : S.card = Fintype.card ι)
    (hlow : IsLowest hH.eigenvalues S)
    (hE : ensembleEnergy H v = ∑ i ∈ S, hH.eigenvalues i) (a : ι) :
    act H (v a) = ∑ b, ⟪v b, act H (v a)⟫_ℂ • v b :=
  (expansion_of_mem_span hv (span_invariant hH hv S hS hlow hE (v a)
    (Submodule.subset_span ⟨a, rfl⟩))).symm

end

end EnsembleEqualityCase
```

Since \(Hv_a\) lies in the span, it equals its own projection:

\[
Hv_a=\sum_b\langle v_b,Hv_a\rangle v_b .
\]

The \(k\times k\) matrix \(\langle v_b,Hv_a\rangle\) thus describes the action of \(H\) on these states without remainder. For \(k\ge2\) the individual \(v_a\) need not be eigenstates: any orthonormal basis of the same span has the same energy sum.

```lean
#print axioms EnsembleEqualityCase.span_invariant
#print axioms EnsembleEqualityCase.secular_problem_closed
```

```
'EnsembleEqualityCase.span_invariant' depends on axioms: [propext, Classical.choice, Quot.sound]
'EnsembleEqualityCase.secular_problem_closed' depends on axioms: [propext, Classical.choice, Quot.sound]
```
